# The Gaussian free propagator on the line has total probability one, mean at its centre, and variance equal to its width parameter

The free propagator here is the real Gaussian density on the line, with variance `v` and no potential. For any `v > 0` and any real centre `m`, the theorem states that this density integrates to one, that its mean is `m`, and that its mean squared deviation from `m` is `v`. The density carries its normalising factor, so the two moments need no further division. The attempt identifies the propagator with Mathlib's `gaussianPDFReal`, then turns the known mean and variance of the Gaussian measure into integrals against that density.

Lean 4 with Mathlib refuses this proof:

```lean
import Mathlib

open Real MeasureTheory ProbabilityTheory

namespace BrownianBridgeSampling

noncomputable section

/-- The free propagator: the centred Gaussian density of variance `s`. -/
def propagator (s x : ℝ) : ℝ := (√(2 * π * s))⁻¹ * exp (-x ^ 2 / (2 * s))

/-- The propagator of variance `v` centred at `m` has total probability one, mean `m` and
variance `v`. -/
theorem propagator_norm_mean_variance {v : ℝ} (hv : 0 < v) (m : ℝ) :
    (∫ x, propagator v (x - m)) = 1 ∧ (∫ x, x * propagator v (x - m)) = m ∧
      (∫ x, (x - m) ^ 2 * propagator v (x - m)) = v := by
  have hw : (⟨v, hv.le⟩ : NNReal) ≠ 0 := fun h => hv.ne' (congrArg NNReal.toReal h)
  have hg : ∀ x, propagator v (x - m) = gaussianPDFReal m ⟨v, hv.le⟩ x := fun x => by
    simp only [propagator, gaussianPDFReal, NNReal.coe_mk]
  have h1 := integral_id_gaussianReal (μ := m) (v := ⟨v, hv.le⟩)
  have h2 := variance_fun_id_gaussianReal (μ := m) (v := ⟨v, hv.le⟩)
  rw [variance_eq_integral (X := fun x : ℝ => x) aemeasurable_id', h1] at h2
  rw [integral_gaussianReal_eq_integral_smul hw] at h1
  rw [integral_gaussianReal_eq_integral_smul hw] at h2
  simp only [hg]
  refine ⟨integral_gaussianPDFReal_eq_one m hw, ?_, ?_⟩
  · simpa only [smul_eq_mul, mul_comm] using h1
  · simpa only [smul_eq_mul, mul_comm, NNReal.coe_mk] using h2

end

end BrownianBridgeSampling
```

The compiler's answer:

```
Main.lean:18:83: error: unsolved goals
v : ℝ
hv : 0 < v
m : ℝ
hw : ⟨v, ⋯⟩ ≠ 0
x : ℝ
⊢ (√(2 * π * v))⁻¹ * rexp (-(x - m) ^ 2 / (2 * v)) = (√(2 * π * ↑⟨v, ⋯⟩))⁻¹ * rexp (-(x - m) ^ 2 / (2 * ↑⟨v, ⋯⟩))
Main.lean:28:4: error: Type mismatch: After simplification, term
  h2
 has type
  @Eq ℝ (∫ (x : ℝ), (x - m) ^ 2 * gaussianPDFReal m ⟨v, ⋯⟩ x) ↑⟨v, ⋯⟩
but is expected to have type
  @Eq ℝ (∫ (x : ℝ), (x - m) ^ 2 * gaussianPDFReal m ⟨v, ⋯⟩ x) v
Main.lean:19:44: warning: This simp argument is unused:
  NNReal.coe_mk

Hint: Omit it from the simp argument list.
  [apply] simp only [propagator, gaussianPDFReal]

Note: This linter can be disabled with `set_option linter.unusedSimpArgs false`
```

The repair, with which the file compiles:

```diff
@@ -15,9 +15,10 @@
     (∫ x, propagator v (x - m)) = 1 ∧ (∫ x, x * propagator v (x - m)) = m ∧
       (∫ x, (x - m) ^ 2 * propagator v (x - m)) = v := by
-  have hw : (⟨v, hv.le⟩ : NNReal) ≠ 0 := fun h => hv.ne' (congrArg NNReal.toReal h)
-  have hg : ∀ x, propagator v (x - m) = gaussianPDFReal m ⟨v, hv.le⟩ x := fun x => by
-    simp only [propagator, gaussianPDFReal, NNReal.coe_mk]
-  have h1 := integral_id_gaussianReal (μ := m) (v := ⟨v, hv.le⟩)
-  have h2 := variance_fun_id_gaussianReal (μ := m) (v := ⟨v, hv.le⟩)
+  have hw : v.toNNReal ≠ 0 := (Real.toNNReal_pos.2 hv).ne'
+  have hc : (v.toNNReal : ℝ) = v := Real.coe_toNNReal v hv.le
+  have hg : ∀ x, propagator v (x - m) = gaussianPDFReal m v.toNNReal x := fun x => by
+    simp only [propagator, gaussianPDFReal, hc]
+  have h1 := integral_id_gaussianReal (μ := m) (v := v.toNNReal)
+  have h2 := variance_fun_id_gaussianReal (μ := m) (v := v.toNNReal)
   rw [variance_eq_integral (X := fun x : ℝ => x) aemeasurable_id', h1] at h2
   rw [integral_gaussianReal_eq_integral_smul hw] at h1
@@ -26,5 +27,5 @@
   refine ⟨integral_gaussianPDFReal_eq_one m hw, ?_, ?_⟩
   · simpa only [smul_eq_mul, mul_comm] using h1
-  · simpa only [smul_eq_mul, mul_comm, NNReal.coe_mk] using h2
+  · simpa only [smul_eq_mul, mul_comm, hc] using h2
 
 end
```

Diagnosis. Mathlib's Gaussian takes its variance as a nonnegative real, an `NNReal`, which the attempt builds as the pair `⟨v, hv.le⟩`. Both errors come from reading that pair back as a real number. In the first, the two sides of `hg` differ only in having `v` on one side and `↑⟨v, ⋯⟩` on the other; in the second, `h2` gives the variance as `↑⟨v, ⋯⟩` where the goal wants `v`. `NNReal.coe_mk` was meant to remove the coercion, but `simp only` did not rewrite with it: the warning calls it unused in `hg`, and the coercion is still there in `h2`. The messages do not show why the lemma failed to match.

The repair uses `v.toNNReal` as the variance throughout and proves `hc : (v.toNNReal : ℝ) = v` from `Real.coe_toNNReal`, which needs `v` to be nonnegative. Replacing `NNReal.coe_mk` with `hc` gives `simp only` and `simpa only` an equation for the very coercion that now appears, so both mismatches go. The new `hw`, and the new arguments in `h1` and `h2`, just carry the change of variance through.
